# With angular momentum on one centre, the Obara–Saika vertical recurrences along two or three Cartesian axes have exactly one common solution for any seeds

**Q:** Take the nuclear attraction integral between a Gaussian with prefactor $(x-A_x)(y-A_y)$ at centre $A$ and an s-type Gaussian at centre $B$. I can raise the power of $x$ first and then that of $y$, or the other way round. Do both routes give the same number?

**A:** They do, and this case already shows why. Let the exponents be $\alpha$ and $\beta$, with $p=\alpha+\beta$ and $P=(\alpha A+\beta B)/p$, and let the nucleus sit at $N$. Write $T_m(i,j)$ for the auxiliary integral with powers $i$ of $x-A_x$ and $j$ of $y-A_y$. The integral we want has $m=0$. The seeds $t_m=T_m(0,0)$ are Boys function values times a common prefactor. Put $d_1=P_x-A_x$, $e_1=P_x-N_x$, and likewise $d_2,e_2$ for $y$. Raising $x$ gives
$$T_m(1,0)=d_1t_m-e_1t_{m+1},$$
and raising $y$ after that gives
$$T_m(1,1)=d_2T_m(1,0)-e_2T_{m+1}(1,0)=d_1d_2\,t_m-(d_1e_2+e_1d_2)\,t_{m+1}+e_1e_2\,t_{m+2}.$$
Exchanging the axes changes nothing. If $S$ raises $m$ by one, $(St)_m=t_{m+1}$, the result is $(d_1-e_1S)(d_2-e_2S)t$, and the two factors commute.

**Q:** No power was lowered there. The full rule has another term.

**A:** It reads, along $x$,
$$T_m(i+1,j)=d_1T_m(i,j)-e_1T_{m+1}(i,j)+i\,c\,\bigl(T_m(i-1,j)-s\,T_{m+1}(i-1,j)\bigr),$$
and along $y$ it has the same form in $j$ with $d_2,e_2$. For nuclear attraction $c=1/(2p)$ and $s=1$. The new term also contains only constants and shifts of $m$, so each axis has a ladder of polynomials in a variable $X$ that stands for $S$:
$$L_0=1,\qquad L_{i+1}=(d-eX)L_i+i\,c\,(1-sX)L_{i-1}.$$
Call them $L^{(1)}_i$ for $x$ and $L^{(2)}_j$ for $y$, and define
$$T_m(i,j)=\bigl(L^{(1)}_i(S)\,L^{(2)}_j(S)\,t\bigr)_m .$$
At $i=j=0$ this is $t_m$. Multiply the rule for $L^{(1)}_{i+1}$ by $L^{(2)}_j$ and apply both sides to $t$. Each factor $X$ becomes a step from $m$ to $m+1$, and the recurrence along $x$ appears. Since the polynomials commute, the same argument with the factors exchanged gives the recurrence along $y$. So a common solution exists.

**Q:** And why is there only one?

**A:** The entry at $(m,i+1)$ of a one-axis recurrence is computed from entries at $m$ and $m+1$ with power $i$ or lower. By induction, it depends only on seeds from $m$ to $m+i+1$. With two axes, lower $j$ first: $T_m(i,j)$ depends on $T_k(i,0)$ with $m\le k\le m+j$. Each of these depends on $t_l$ with $k\le l\le k+i$. Only $t_m,\dots,t_{m+i+j}$ enter, and they determine the value.

**Q:** Now to Lean. What has become of the integrals?

**A:** They are entries of an array with values in a commutative ring `R`. For the physics, take `R` to be the real numbers.

```lean
import Mathlib

open Polynomial

namespace ObaraSaikaAxisOrder

variable {R : Type*} [CommRing R]

/-- The Obara-Saika vertical recurrence along one Cartesian axis, for an array `F m i` with
auxiliary index `m` and angular momentum `i`. At `i = 0` the lowering term has the factor zero. -/
def VRR (c s d e : R) (F : ℕ → ℕ → R) : Prop :=
  ∀ m i, F m (i + 1) = d * F m i - e * F (m + 1) i
    + (i : R) * c * (F m (i - 1) - s * F (m + 1) (i - 1))
```

`VRR c s d e F` says that the array `F` obeys the rule for every auxiliary index `m` and every power `i`. Some letters differ from their usual roles: `F` is any array and not the Boys function, `s` is a constant and not an orbital label, and `i` is a power and not a Cartesian direction.

**Q:** At $i=0$ the rule refers to power $-1$. Lean's natural numbers have no such thing.

**A:** There `i - 1` is read as `0`, but the factor `(i : R)` is zero, so the term vanishes as it does in the usual convention.

**Q:** Where does Lean know that a Gaussian integral satisfies `VRR`?

**A:** Nowhere. That is the step from this model to the real setting: one has to derive the recurrence from the integral, with its constants and its Boys function seeds. The constant $c$ stands for the width of the Gaussian product, $d$ for the displacement of its centre from $A$, and $e$ and $s$ for the effect of the Coulomb operator. For a two-electron integral with angular momentum only at $A$, let $q$ and $Q$ be the total exponent and centre of the other electron's pair, and $W=(pP+qQ)/(p+q)$. Then $e_1=P_x-W_x$ and $s=q/(p+q)$, while $c$ and $d_1$ stay as before. Angular momentum on further centres would add terms that `VRR` lacks. The Gaussians are unnormalised; normalisation factors multiply the finished integrals.

**Q:** Then show me the dependence on the seeds.

**A:** Here it is for one axis.

```lean
/-- Two solutions of the same one-axis recurrence agree at `(m, i)` if their values at zero
angular momentum agree for the auxiliary indices from `m` to `m + i`. -/
theorem VRR.eq_of_seeds {c s d e : R} {F G : ℕ → ℕ → R}
    (hF : VRR c s d e F) (hG : VRR c s d e G) (i : ℕ) :
    ∀ m, (∀ k, m ≤ k → k ≤ m + i → F k 0 = G k 0) → F m i = G m i := by
  induction i using Nat.strong_induction_on with
  | _ i ih =>
    intro m h
    cases i with
    | zero => exact h m le_rfl le_rfl
    | succ i =>
      -- the four entries on the right have lower angular momentum
      have h1 := ih i (by omega) m (fun k _ _ => h k (by omega) (by omega))
      have h2 := ih i (by omega) (m + 1) (fun k _ _ => h k (by omega) (by omega))
      have h3 := ih (i - 1) (by omega) m (fun k _ _ => h k (by omega) (by omega))
      have h4 := ih (i - 1) (by omega) (m + 1) (fun k _ _ => h k (by omega) (by omega))
      rw [hF m i, hG m i, h1, h2, h3, h4]
```

`F` and `G` solve the same recurrence. If they agree at power zero for auxiliary indices from `m` to `m + i`, they agree at `(m, i)`. The proof is the strong induction from above. At power zero the hypothesis is the claim. Otherwise `h1` to `h4` identify the four entries on the right-hand side, `omega` checks that their seeds lie in the permitted range, and the final rewrite expands both solutions by their recurrence.

```lean
/-- An entry `(m, i, j)` of a two-axis table, built along the first axis at `j = 0` and then
along the second, is fixed by the seeds with auxiliary index from `m` to `m + i + j`. -/
theorem eq_of_seeds_two {c s d₁ e₁ d₂ e₂ : R} {U V : ℕ → ℕ → ℕ → R}
    (hUx : VRR c s d₁ e₁ (fun m i => U m i 0)) (hVx : VRR c s d₁ e₁ (fun m i => V m i 0))
    (hUy : ∀ i, VRR c s d₂ e₂ (fun m j => U m i j))
    (hVy : ∀ i, VRR c s d₂ e₂ (fun m j => V m i j)) (m i j : ℕ)
    (h : ∀ k, m ≤ k → k ≤ m + i + j → U k 0 0 = V k 0 0) : U m i j = V m i j :=
  (hUy i).eq_of_seeds (hVy i) j m fun k _ _ =>
    hUx.eq_of_seeds hVx i k fun l _ _ => h l (by omega) (by omega)
```

This is the descent in two stages, first in `j` and then in `i`. It asks for the $x$ recurrence only at `j = 0`, which is what a program uses when it fills the $x$ row first and then raises $y$.

**Q:** So far you have compared solutions. There might be none.

**A:** For that we need the shift and the ladders.

```lean
/-- The shift operator on sequences, which raises the auxiliary index by one. -/
def shift (R : Type*) [CommRing R] : Module.End R (ℕ → R) where
  toFun t := fun m => t (m + 1)
  map_add' _ _ := rfl
  map_smul' _ _ := rfl

/-- The ladder polynomial of one axis: the polynomial in the shift `X` that raises the angular
momentum from zero to `i`. -/
noncomputable def ladder (c s d e : R) : ℕ → R[X]
  | 0 => 1
  | 1 => C d - C e * X
  | i + 2 => (C d - C e * X) * ladder c s d e (i + 1)
      + C ((i + 1 : ℕ) : R) * C c * (1 - C s * X) * ladder c s d e i

/-- The sequence obtained from the seeds `t` by applying a polynomial `p` in the shift. -/
noncomputable def act (t : ℕ → R) (p : R[X]) (m : ℕ) : R :=
  (aeval (shift R) p) t m
```

`shift R` is $S$, a linear operator on sequences. `ladder c s d e i` is $L_i$. In it, `X` is the polynomial variable and not a coordinate, and `C` turns a ring element into a constant polynomial. `act t p m` is $(p(S)t)_m$: `aeval` substitutes the shift for `X`. In the code from here on, `p`, `q` and `P` denote polynomials, not exponents or a centre.

**Q:** The ladder is defined by three cases, but you wrote one rule.

**A:** The next lemma recovers the one rule by separating $i=0$ from the rest.

```lean
/-- The ladder polynomials obey the vertical recurrence, with the raising of the auxiliary index
replaced by multiplication with `X`. -/
theorem ladder_succ (c s d e : R) (i : ℕ) :
    ladder c s d e (i + 1) = (C d - C e * X) * ladder c s d e i
      + C (i : R) * C c * (1 - C s * X) * ladder c s d e (i - 1) := by
  cases i <;> simp [ladder]

/-- Ladder polynomials of one axis, multiplied by any fixed polynomial `q` in the shift and
applied to the seeds, give an array that obeys the vertical recurrence of that axis. -/
theorem vrr_act (t : ℕ → R) (c s d e : R) (P : ℕ → R[X]) (q : R[X])
    (hP : ∀ i, P i = ladder c s d e i * q) : VRR c s d e (fun m i => act t (P i) m) := by
  have hX : ∀ (p : R[X]) (m : ℕ), act t (X * p) m = act t p (m + 1) := by
    intro p m
    simp [act, shift]
  have hC : ∀ (a : R) (p : R[X]) (m : ℕ), act t (C a * p) m = a * act t p m := by
    intro a p m
    simp [act]
  have hadd : ∀ (p r : R[X]) (m : ℕ), act t (p + r) m = act t p m + act t r m := by
    intro p r m
    simp [act]
  have hsub : ∀ (p r : R[X]) (m : ℕ), act t (p - r) m = act t p m - act t r m := by
    intro p r m
    simp [act]
  intro m i
  -- the recurrence at the level of polynomials
  have key : P (i + 1) = C d * P i - C e * (X * P i)
      + C (i : R) * (C c * (P (i - 1) - C s * (X * P (i - 1)))) := by
    rw [hP, hP, hP, ladder_succ]
    ring
  dsimp only
  rw [key]
  simp only [hadd, hsub, hC, hX]
  ring
```

The second result here, `vrr_act`, carries the existence proof. It takes polynomials `P i` equal to the ladder of one axis times a fixed polynomial `q`, where `q` holds the contribution of the other axes. The facts `hX`, `hC`, `hadd` and `hsub` translate polynomial algebra into sequence algebra; `hX` says that a factor `X` raises `m` by one. Then `key` is the recurrence multiplied by `q`, and applying it to the seeds gives `VRR`.

**Q:** And the main statement?

**A:** It says that for any seeds and any constants there is exactly one array `T` with `T m 0 0 = t m` that obeys the $x$ recurrence at every `j` and the $y$ recurrence at every `i`.

```lean
/-- Axis-order consistency: for any seeds `t m` and any constants, exactly one array has these
seeds at zero angular momentum and obeys the vertical recurrence along both axes everywhere. -/
theorem existsUnique_two_axes (t : ℕ → R) (c s d₁ e₁ d₂ e₂ : R) :
    ∃! T : ℕ → ℕ → ℕ → R, (∀ m, T m 0 0 = t m) ∧
      (∀ j, VRR c s d₁ e₁ (fun m i => T m i j)) ∧
      (∀ i, VRR c s d₂ e₂ (fun m j => T m i j)) := by
  refine ⟨fun m i j => act t (ladder c s d₁ e₁ i * ladder c s d₂ e₂ j) m,
    ⟨fun m => by simp [act, ladder], fun j => ?_, fun i => ?_⟩, ?_⟩
  · exact vrr_act t c s d₁ e₁ _ (ladder c s d₂ e₂ j) (fun i => rfl)
  · -- polynomials in the same shift commute
    exact vrr_act t c s d₂ e₂ _ (ladder c s d₁ e₁ i) (fun j => mul_comm _ _)
  · rintro U ⟨h0, hx, hy⟩
    funext m i j
    refine eq_of_seeds_two (hx 0)
      (vrr_act t c s d₁ e₁ _ (ladder c s d₂ e₂ 0) (fun i => rfl)) hy
      (fun i => vrr_act t c s d₂ e₂ _ (ladder c s d₁ e₁ i) (fun j => mul_comm _ _))
      m i j (fun k _ _ => ?_)
    simp [h0, act, ladder]
```

The proof supplies the product of the two ladders. Its seeds are right because both ladders start at 1. `vrr_act` gives the $x$ recurrence directly and the $y$ recurrence after `mul_comm`, which is the commutation we saw in $T_m(1,1)$. For uniqueness, any other solution `U` is compared with this array by `eq_of_seeds_two`.

**Q:** For true integrals this seems empty. They exist and obey both recurrences, so both routes must reproduce them.

**A:** For exact Boys function values, yes, once the recurrences have been derived. The theorem allows any seeds. If a program interpolates the Boys function, its seeds are slightly wrong and need not belong to any integral, yet both recurrences still have a common solution.

**Q:** But my program imposes only one recurrence on most of the table. It never checks the other.

**A:** That situation has its own theorem.

```lean
/-- A table `U` filled along the first axis and then the second equals a table `V` filled along
the second axis and then the first, if both start from the same seeds. -/
theorem fill_order_irrelevant {c s d₁ e₁ d₂ e₂ : R} {U V : ℕ → ℕ → ℕ → R}
    (h0 : ∀ m, U m 0 0 = V m 0 0)
    (hUx : VRR c s d₁ e₁ (fun m i => U m i 0))
    (hUy : ∀ i, VRR c s d₂ e₂ (fun m j => U m i j))
    (hVy : VRR c s d₂ e₂ (fun m j => V m 0 j))
    (hVx : ∀ j, VRR c s d₁ e₁ (fun m i => V m i j)) : U = V := by
  -- compare both tables with the one that obeys both recurrences
  obtain ⟨T, ⟨hT, hx, hy⟩, -⟩ :=
    existsUnique_two_axes (fun m => U m 0 0) c s d₁ e₁ d₂ e₂
  funext m i j
  have h1 : U m i j = T m i j :=
    eq_of_seeds_two hUx (hx 0) hUy hy m i j (fun k _ _ => (hT k).symm)
  have h2 : T m i j = V m i j :=
    eq_of_seeds_two (U := fun m j i => T m i j) (V := fun m j i => V m i j)
      (hy 0) hVy hx hVx m j i (fun k _ _ => (hT k).trans (h0 k))
  exact h1.trans h2
```

Table `U` is filled along $x$ at `j = 0` and then along $y$ everywhere. Table `V` is filled along $y$ at `i = 0` and then along $x$ everywhere. With equal seeds, `U = V`. Neither table is assumed to obey both recurrences throughout. The proof takes the common solution `T` from the previous theorem and shows that `U` equals `T` and `T` equals `V`. The second comparison uses `eq_of_seeds_two` with the two powers exchanged.

**Q:** These tables are infinite, and mine stops at some total angular momentum.

**A:** Suppose you have seeds up to $t_M$. Continue them by zeros and let the recurrences fill the rest. The entries with $m+i+j\le M$ use none of the added seeds, so your table is a corner of the infinite one.

**Q:** Space has three axes.

**A:** The last theorem has all three, with a power `k` for $z$ and constants `d₃`, `e₃`.

```lean
/-- With three Cartesian axes, too, exactly one array has the given seeds at zero angular
momentum and obeys the vertical recurrence along every axis. -/
theorem existsUnique_three_axes (t : ℕ → R) (c s d₁ e₁ d₂ e₂ d₃ e₃ : R) :
    ∃! T : ℕ → ℕ → ℕ → ℕ → R, (∀ m, T m 0 0 0 = t m) ∧
      (∀ j k, VRR c s d₁ e₁ (fun m i => T m i j k)) ∧
      (∀ i k, VRR c s d₂ e₂ (fun m j => T m i j k)) ∧
      (∀ i j, VRR c s d₃ e₃ (fun m k => T m i j k)) := by
  apply existsUnique_of_exists_of_unique
  · refine ⟨fun m i j k => act t
      (ladder c s d₁ e₁ i * ladder c s d₂ e₂ j * ladder c s d₃ e₃ k) m,
      fun m => by simp [act, ladder], fun j k => ?_, fun i k => ?_, fun i j => ?_⟩
    · exact vrr_act t c s d₁ e₁ _ (ladder c s d₂ e₂ j * ladder c s d₃ e₃ k)
        (fun i => by ring)
    · exact vrr_act t c s d₂ e₂ _ (ladder c s d₁ e₁ i * ladder c s d₃ e₃ k)
        (fun j => by ring)
    · exact vrr_act t c s d₃ e₃ _ (ladder c s d₁ e₁ i * ladder c s d₂ e₂ j)
        (fun k => by ring)
  · rintro U V ⟨hU, hUx, hUy, hUz⟩ ⟨hV, hVx, hVy, hVz⟩
    funext m i j k
    -- descend along the third axis, then use the two-axis result
    exact (hUz i j).eq_of_seeds (hVz i j) k m fun l _ _ =>
      eq_of_seeds_two (U := fun m i j => U m i j 0) (V := fun m i j => V m i j 0)
        (hUx 0 0) (hVx 0 0) (fun i => hUy i 0) (fun i => hVy i 0) l i j
        (fun n _ _ => (hU n).trans (hV n).symm)

end ObaraSaikaAxisOrder
```

Existence uses the product of three ladders. For each axis, the other two ladders form the fixed polynomial `q`, and `ring` reorders the factors. Uniqueness first descends along $z$ with the one-axis lemma and then applies the two-axis result at `k = 0`. The comparison of fill orders is stated for two axes; here the statement is that exactly one array obeys all three recurrences.

```lean
#print axioms ObaraSaikaAxisOrder.fill_order_irrelevant
#print axioms ObaraSaikaAxisOrder.existsUnique_three_axes
```

```
'ObaraSaikaAxisOrder.fill_order_irrelevant' depends on axioms: [propext, Classical.choice, Quot.sound]
'ObaraSaikaAxisOrder.existsUnique_three_axes' depends on axioms: [propext, Classical.choice, Quot.sound]
```

**Q:** What may I conclude for an integral code?

**A:** For integrals with angular momentum on one centre, in the plane of two axes, the choice of which power to raise first is free: it can be made for speed or storage without changing the value that the recurrences define. Floating-point numbers do not form a ring, however, so two orders may still differ by rounding, and one may be more stable than the other. If they differ by much more than rounding can account for, the two runs did not both follow these recurrences with the same constants and the same seeds. Agreement does not show that the values are right: the theorem holds for any constants and seeds, so a wrong one used in both orders goes unnoticed.
